# The back-propagation error of a bounded observable is \(O(e^{-g\tau})\) for an exact gapped ground state of a bounded Hamiltonian and an overlapping trial state

## Definitions and conventions

States live in a complex Hilbert space `E` of any dimension, with \(\langle x,y\rangle\) conjugate-linear in \(x\).

In Lean 4 with Mathlib:

```lean
import Mathlib

open scoped InnerProductSpace

namespace BackPropagation

noncomputable section

variable {E : Type*} [NormedAddCommGroup E] [InnerProductSpace ℂ E] [CompleteSpace E]
```

The Hamiltonian \(H\) is a bounded operator (`E →L[ℂ] E`), and `propagator H τ` is \(e^{-\tau H}\).

```lean
/-- The imaginary-time propagator `exp(-τH)` of a bounded Hamiltonian. -/
def propagator (H : E →L[ℂ] E) (τ : ℝ) : E →L[ℂ] E :=
  NormedSpace.exp ((τ : ℂ) • (-H))
```

The conditions on \(H\) and the ground vector \(\psi\), with energy \(E_0\) and a gap of at least \(g\), are collected in one structure.

```lean
/-- `ψ` is a unit ground vector of the self-adjoint `H` with energy `E₀`, and every state
orthogonal to `ψ` has mean energy at least `E₀ + g`, where `g > 0`. -/
structure GappedGroundState (H : E →L[ℂ] E) (ψ : E) (E₀ g : ℝ) : Prop where
  selfAdjoint : IsSelfAdjoint H
  unit : ‖ψ‖ = 1
  eigen : H ψ = (E₀ : ℂ) • ψ
  gap_pos : 0 < g
  gap : ∀ x, ⟪ψ, x⟫_ℂ = 0 → (E₀ + g) * ‖x‖ ^ 2 ≤ (⟪x, H x⟫_ℂ).re
```

For a trial vector \(T\), write \(T_\tau=e^{-\tau H}T\). The estimator of an observable \(A\) is \(\langle T_\tau,A\psi\rangle/\langle T_\tau,\psi\rangle\), and its target is \(a=\langle\psi,A\psi\rangle\).

```lean
/-- The back-propagated estimator `⟨T_τ, Aψ⟩ / ⟨T_τ, ψ⟩` with `T_τ = exp(-τH)T`, meaningful for
`⟨T_τ, ψ⟩ ≠ 0` (Lean's division returns `0` otherwise). -/
def estimator (H A : E →L[ℂ] E) (ψ T : E) (τ : ℝ) : ℂ :=
  ⟪propagator H τ T, A ψ⟫_ℂ / ⟪propagator H τ T, ψ⟫_ℂ
```

The quality of the trial vector enters through \(\cos\theta=|\langle T,\psi\rangle|/\|T\|\).

```lean
/-- The angle `θ` between a trial vector `T ≠ 0` and a unit vector `ψ`,
given by `cos θ = |⟨T, ψ⟩| / ‖T‖`. -/
def trialAngle (T ψ : E) : ℝ := Real.arccos (‖⟪T, ψ⟫_ℂ‖ / ‖T‖)
```

Most counter-examples below use one two-state setup with orthonormal basis \(e_1,e_2\): \(\psi=e_1\), \(T=e_1+e_2\), and \(A\) exchanging \(e_1\) and \(e_2\). Then \(a=0\), \(\tan\theta=1\) and \(\|(A-a)\psi\|=1\), so the claimed bound is \(e^{-g\tau}\).

## Self-adjoint \(H\) with eigenvector \(\psi\)

Physically, \(\psi\) is a stationary state of a Hermitian Hamiltonian. Propagation obeys \(dx/d\tau=-Hx\):

```lean
variable {H : E →L[ℂ] E} {ψ T x : E} {E₀ g τ : ℝ}

/-- The vector `x(τ) = exp(-τH)x` solves the imaginary-time Schrödinger equation
`dx/dτ = -H x`. -/
theorem hasDerivAt_propagator (H : E →L[ℂ] E) (x : E) (τ : ℝ) :
    HasDerivAt (fun t : ℝ => propagator H t x) (-(H (propagator H τ x))) τ := by
  have h1 := (hasDerivAt_exp_smul_const' (-H) (τ : ℂ)).clm_apply
    (hasDerivAt_const (τ : ℂ) x)
  have h2 : HasDerivAt (fun t : ℝ => (t : ℂ)) 1 τ := by
    simpa using (hasDerivAt_id τ).ofReal_comp
  refine (h1.scomp τ h2).congr_deriv ?_
  simp [propagator]
```

Since \(H\psi=E_0\psi\), the vector \(e^{zE_0}e^{-zH}\psi\) has zero derivative in \(z\) and equals \(\psi\) at \(z=0\). Hence \(e^{-\tau H}\psi=e^{-\tau E_0}\psi\). `propagator_eigen` runs this argument for any eigenvector with real eigenvalue.

```lean
/-- An eigenvector of `H` with real energy `e` is rescaled by `exp(-τe)`. -/
theorem propagator_eigen {e : ℝ} (hx : H x = (e : ℂ) • x) (τ : ℝ) :
    propagator H τ x = (Real.exp (-(τ * e)) : ℂ) • x := by
  -- `exp(ze) exp(-zH) x` does not depend on `z`
  have hd : ∀ z : ℂ, HasDerivAt
      (fun w : ℂ => Complex.exp (w * e) • NormedSpace.exp (w • (-H)) x) 0 z := by
    intro z
    have h1 := (hasDerivAt_exp_smul_const (-H) z).clm_apply (hasDerivAt_const z x)
    have h2 := ((hasDerivAt_id z).mul_const (e : ℂ)).cexp
    have h3 : (NormedSpace.exp (z • (-H)) * -H) x
        = -((e : ℂ) • NormedSpace.exp (z • (-H)) x) := by
      change NormedSpace.exp (z • (-H)) (-(H x)) = _
      rw [hx, map_neg, map_smul]
    refine (h2.smul h1).congr_deriv ?_
    simp only [h3, map_zero]
    module
  have h0 : Complex.exp (τ * e) • propagator H τ x = x :=
    (is_const_of_deriv_eq_zero (fun z => (hd z).differentiableAt)
      (fun z => (hd z).deriv) (τ : ℂ) 0).trans (by simp [NormedSpace.exp_zero])
  conv_rhs => rw [← h0]
  rw [smul_smul, Complex.ofReal_exp, ← Complex.exp_add]
  simp
```

Self-adjointness moves the propagator across the inner product:
\[
\langle\psi,e^{-\tau H}x\rangle=\langle e^{-\tau H}\psi,x\rangle=e^{-\tau E_0}\langle\psi,x\rangle .
\]
In particular, a vector orthogonal to \(\psi\) stays orthogonal.

```lean
/-- The overlap of a propagated vector with the ground vector is the initial overlap
times `exp(-τE₀)`. -/
theorem ground_overlap (h : GappedGroundState H ψ E₀ g) (τ : ℝ) (x : E) :
    ⟪ψ, propagator H τ x⟫_ℂ = (Real.exp (-(τ * E₀)) : ℂ) * ⟪ψ, x⟫_ℂ := by
  have hU : IsSelfAdjoint (propagator H τ) := by
    unfold IsSelfAdjoint propagator
    rw [NormedSpace.star_exp, star_smul, star_neg, h.selfAdjoint.star_eq]
    simp
  have hs : ⟪propagator H τ ψ, x⟫_ℂ = ⟪ψ, propagator H τ x⟫_ℂ := hU.isSymmetric ψ x
  rw [← hs, propagator_eigen h.eigen, inner_smul_left, Complex.conj_ofReal]
```

Without self-adjointness, take \(He_1=0\), \(He_2=g(e_1+e_2)\). The other conditions hold with \(E_0=0\), but \(T\) is itself an eigenvector, so the estimator stays at 1 and never approaches \(a=0\). What this example breaks is \(H^\dagger\psi=E_0\psi\).

Without the eigenvector condition, take \(T=\psi=e_1\), the same \(A\), and \(H=\begin{pmatrix}0&-1\\-1&1\end{pmatrix}\), with \(E_0=0\), \(g=1\). The bound is zero because \(\theta=0\), yet the estimator is positive for every \(\tau>0\).

## The gap and \(\tau\ge0\)

The gap condition says that every normalised state orthogonal to \(\psi\) has mean energy at least \(E_0+g\). For \(x\perp\psi\) and \(x_\tau=e^{-\tau H}x\),
\[
\frac{d}{d\tau}\|x_\tau\|^2=-2\langle x_\tau,Hx_\tau\rangle\le-2(E_0+g)\|x_\tau\|^2 .
\]
So \(e^{2(E_0+g)\tau}\|x_\tau\|^2\) is non-increasing. Comparing times \(0\) and \(\tau\ge0\) and taking the square root gives \(\|x_\tau\|\le e^{-\tau(E_0+g)}\|x\|\). In the proof, `hN` is the derivative, `hgap` the inequality and `hanti` the monotonicity.

```lean
/-- For `τ ≥ 0`, propagation multiplies the norm of a vector orthogonal to the ground vector by at
most `exp(-τ(E₀ + g))`. -/
theorem excited_decay (h : GappedGroundState H ψ E₀ g) (hx : ⟪ψ, x⟫_ℂ = 0) (hτ : 0 ≤ τ) :
    ‖propagator H τ x‖ ≤ Real.exp (-(τ * (E₀ + g))) * ‖x‖ := by
  have hN : ∀ t : ℝ, HasDerivAt (fun s : ℝ => ‖propagator H s x‖ ^ 2)
      (-2 * (⟪propagator H t x, H (propagator H t x)⟫_ℂ).re) t := by
    intro t
    have hy := hasDerivAt_propagator H x t
    have hi := Complex.reCLM.hasFDerivAt.comp_hasDerivAt t (hy.inner ℂ hy)
    have hs : ⟪H (propagator H t x), propagator H t x⟫_ℂ
        = ⟪propagator H t x, H (propagator H t x)⟫_ℂ := h.selfAdjoint.isSymmetric _ _
    have hfun : (fun s : ℝ => ‖propagator H s x‖ ^ 2)
        = Complex.reCLM ∘ fun s : ℝ => ⟪propagator H s x, propagator H s x⟫_ℂ :=
      funext fun s => (inner_self_eq_norm_sq (𝕜 := ℂ) _).symm
    rw [hfun]
    refine hi.congr_deriv ?_
    simp only [Complex.reCLM_apply, inner_neg_right, inner_neg_left, hs, Complex.add_re,
      Complex.neg_re]
    ring
  -- the rescaled squared norm is non-increasing
  have hf := fun t : ℝ => (((hasDerivAt_id t).const_mul (2 * (E₀ + g))).exp).fun_mul (hN t)
  have hanti := antitone_of_deriv_nonpos (fun t => (hf t).differentiableAt) (fun t => by
    rw [(hf t).deriv]
    have hgap := h.gap (propagator H t x) (by rw [ground_overlap h, hx, mul_zero])
    nlinarith [mul_nonneg (Real.exp_pos (2 * (E₀ + g) * id t)).le (sub_nonneg.2 hgap)])
  have h0 : Real.exp (2 * (E₀ + g) * τ) * ‖propagator H τ x‖ ^ 2 ≤ ‖x‖ ^ 2 :=
    (hanti hτ).trans (le_of_eq (by simp [propagator, NormedSpace.exp_zero]))
  have h1 : (Real.exp (τ * (E₀ + g)) * ‖propagator H τ x‖) ^ 2 ≤ ‖x‖ ^ 2 := by
    rw [mul_pow, ← Real.exp_nat_mul]
    convert h0 using 3
    push_cast
    ring
  have h2 := (pow_le_pow_iff_left₀ (by positivity) (norm_nonneg x) two_ne_zero).1 h1
  rwa [Real.exp_neg, inv_mul_eq_div, le_div_iff₀ (Real.exp_pos _), mul_comm]
```

With \(H=0\), the two-state estimator stays at 1: a degenerate ground level can prevent convergence. For negative \(\tau\) the bound can fail: if \(He_1=0\) and \(He_2=2ge_2\), the error is \(e^{-2g\tau}>e^{-g\tau}\).

## Unit \(\psi\) and nonzero overlap

Normalisation makes \(a\) an expectation value; if \(\|\psi\|=2\) and \(A=1\), the estimator is 1 while \(\langle\psi,A\psi\rangle=4\). It also makes \(R=T-\langle\psi,T\rangle\psi\), the excited part of \(T\), orthogonal to \(\psi\):

```lean
omit [CompleteSpace E] in
/-- Removing from `x` its component along a unit vector `ψ` leaves a vector orthogonal
to `ψ`. -/
theorem inner_excited (hψ : ‖ψ‖ = 1) (x : E) : ⟪ψ, x - ⟪ψ, x⟫_ℂ • ψ⟫_ℂ = 0 := by
  rw [inner_sub_right, inner_smul_right, inner_self_eq_norm_sq_to_K, hψ]
  simp
```

Pythagoras gives \(\|T\|^2=|\langle T,\psi\rangle|^2+\|R\|^2\). Dividing by \(\|T\|^2\) yields \(\sin\theta=\|R\|/\|T\|\), hence \(\|R\|=|\langle T,\psi\rangle|\tan\theta\).

```lean
omit [CompleteSpace E] in
/-- For a unit vector `ψ` with `⟨T, ψ⟩ ≠ 0`, the part of `T` orthogonal to `ψ` has norm
`|⟨T, ψ⟩| tan θ`. -/
theorem overlap_mul_tan (hψ : ‖ψ‖ = 1) (hT : ⟪T, ψ⟫_ℂ ≠ 0) :
    ‖⟪T, ψ⟫_ℂ‖ * Real.tan (trialAngle T ψ) = ‖T - ⟪ψ, T⟫_ℂ • ψ‖ := by
  have hc : 0 < ‖⟪T, ψ⟫_ℂ‖ := norm_pos_iff.2 hT
  have hN : 0 < ‖T‖ := norm_pos_iff.2 (fun h0 => hT (by rw [h0, inner_zero_left]))
  -- Pythagoras for the splitting of `T`
  have hp := norm_add_sq (𝕜 := ℂ) (T - ⟪ψ, T⟫_ℂ • ψ) (⟪ψ, T⟫_ℂ • ψ)
  rw [inner_smul_right, inner_eq_zero_symm.1 (inner_excited hψ T), mul_zero,
    sub_add_cancel, norm_smul, hψ, mul_one, norm_inner_symm ψ T, map_zero,
    mul_zero, add_zero] at hp
  have hsq : 1 - (‖⟪T, ψ⟫_ℂ‖ / ‖T‖) ^ 2 = (‖T - ⟪ψ, T⟫_ℂ • ψ‖ / ‖T‖) ^ 2 := by
    rw [div_pow, div_pow, eq_div_iff (by positivity), sub_mul,
      div_mul_cancel₀ _ (by positivity)]
    linarith
  rw [trialAngle, Real.tan_arccos, hsq, Real.sqrt_sq (by positivity)]
  field_simp
```

If \(\langle T,\psi\rangle=0\), the denominator \(\langle T_\tau,\psi\rangle\) vanishes at every \(\tau\), and propagation cannot repair it.

## Any bounded observable \(A\)

\(A\) need not be Hermitian. Put \(F=(A-a)\psi\), which is orthogonal to \(\psi\), and \(R_\tau=e^{-\tau H}R\). The ground part of \(T_\tau\) drops out of the numerator of the error and remains only in the denominator:
\[
\frac{\langle T_\tau,A\psi\rangle}{\langle T_\tau,\psi\rangle}-a
=\frac{\langle T_\tau,F\rangle}{\langle T_\tau,\psi\rangle}
=\frac{\langle R_\tau,F\rangle}{e^{-\tau E_0}\langle T,\psi\rangle}.
\]
Cauchy–Schwarz and the norm estimate of `excited_decay` bound its modulus by
\[
\frac{e^{-\tau(E_0+g)}\|R\|\,\|F\|}{e^{-\tau E_0}|\langle T,\psi\rangle|}
=e^{-g\tau}\tan\theta\,\|(A-a)\psi\| .
\]
In the proof, `hden` handles the denominator, `hnum` the cancellation and `herr` the error formula.

```lean
/-- Back-propagation convergence: for a gapped ground vector `ψ`, a trial vector with
`⟨T, ψ⟩ ≠ 0`, any bounded `A` and `τ ≥ 0`, the estimator differs from `a = ⟨ψ, Aψ⟩` by at most
`exp(-gτ) tan θ ‖(A - a)ψ‖`. -/
theorem back_propagation_bound (h : GappedGroundState H ψ E₀ g) (A : E →L[ℂ] E)
    (hT : ⟪T, ψ⟫_ℂ ≠ 0) (hτ : 0 ≤ τ) :
    ‖estimator H A ψ T τ - ⟪ψ, A ψ⟫_ℂ‖ ≤
      Real.exp (-(g * τ)) * Real.tan (trialAngle T ψ) * ‖A ψ - ⟪ψ, A ψ⟫_ℂ • ψ‖ := by
  have hc : 0 < ‖⟪T, ψ⟫_ℂ‖ := norm_pos_iff.2 hT
  have hden : ⟪propagator H τ T, ψ⟫_ℂ = (Real.exp (-(τ * E₀)) : ℂ) * ⟪T, ψ⟫_ℂ := by
    rw [← inner_conj_symm (propagator H τ T) ψ, ground_overlap h, map_mul,
      Complex.conj_ofReal, inner_conj_symm]
  have hne : ⟪propagator H τ T, ψ⟫_ℂ ≠ 0 := by
    rw [hden]
    exact mul_ne_zero (Complex.ofReal_ne_zero.2 (Real.exp_pos _).ne') hT
  -- only the excited part of `T` and the fluctuation `(A - a)ψ` enter the error
  have hnum : ⟪propagator H τ (T - ⟪ψ, T⟫_ℂ • ψ), A ψ - ⟪ψ, A ψ⟫_ℂ • ψ⟫_ℂ =
      ⟪propagator H τ T, A ψ⟫_ℂ - ⟪ψ, A ψ⟫_ℂ * ⟪propagator H τ T, ψ⟫_ℂ := by
    rw [map_sub, map_smul, propagator_eigen h.eigen, inner_sub_left, inner_smul_left,
      inner_smul_left, inner_excited h.unit, mul_zero, mul_zero, sub_zero,
      inner_sub_right, inner_smul_right]
  have herr : estimator H A ψ T τ - ⟪ψ, A ψ⟫_ℂ =
      ⟪propagator H τ (T - ⟪ψ, T⟫_ℂ • ψ), A ψ - ⟪ψ, A ψ⟫_ℂ • ψ⟫_ℂ /
        ((Real.exp (-(τ * E₀)) : ℂ) * ⟪T, ψ⟫_ℂ) := by
    rw [estimator, hnum, ← hden, sub_div, mul_div_assoc, div_self hne, mul_one]
  rw [herr, norm_div, norm_mul, Complex.norm_real, Real.norm_eq_abs,
    abs_of_pos (Real.exp_pos _), div_le_iff₀ (by positivity)]
  -- Cauchy-Schwarz, then the norm bound on the propagated excited part
  refine (norm_inner_le_norm _ _).trans ((mul_le_mul_of_nonneg_right
    (excited_decay h (inner_excited h.unit T) hτ) (norm_nonneg _)).trans (le_of_eq ?_))
  rw [← overlap_mul_tan h.unit hT,
    show -(τ * (E₀ + g)) = -(g * τ) + -(τ * E₀) by ring, Real.exp_add]
  ring
```

If \(T\) is a nonzero multiple of \(\psi\), as it must be in one dimension, then \(\tan\theta=0\) and the estimator is exact at every \(\tau\ge0\).

The strict inequality \(g>0\) is used only for the limit \(\tau\to\infty\), where the bound squeezes the error to zero:

```lean
/-- For a gapped ground vector `ψ` and `⟨T, ψ⟩ ≠ 0`, the estimator tends to `⟨ψ, Aψ⟩` as the
back-propagation time grows. -/
theorem estimator_tendsto (h : GappedGroundState H ψ E₀ g) (A : E →L[ℂ] E)
    (hT : ⟪T, ψ⟫_ℂ ≠ 0) :
    Filter.Tendsto (estimator H A ψ T) Filter.atTop (nhds ⟪ψ, A ψ⟫_ℂ) := by
  rw [tendsto_iff_norm_sub_tendsto_zero]
  have h1 := ((Real.tendsto_exp_neg_atTop_nhds_zero.comp
    (Filter.tendsto_id.const_mul_atTop h.gap_pos)).mul_const
      (Real.tan (trialAngle T ψ))).mul_const ‖A ψ - ⟪ψ, A ψ⟫_ℂ • ψ‖
  rw [zero_mul, zero_mul] at h1
  exact squeeze_zero' (Filter.Eventually.of_forall fun _ => norm_nonneg _)
    ((Filter.eventually_ge_atTop 0).mono fun _ hτ => back_propagation_bound h A hT hτ) h1
```

In auxiliary-field Monte Carlo, this bounds the systematic error from a finite back-propagation time when \(\psi\) and \(e^{-\tau H}\) are exact and \(H\) is bounded. Sampling noise, time-step error and phase constraints are absent from the model.

## A Hamiltonian that meets the conditions

For any unit \(\psi\) and \(g>0\), \(H=g(1-|\psi\rangle\langle\psi|)\) gives energy \(0\) to \(\psi\) and \(g\) to everything orthogonal to it.

```lean
/-- For a unit vector `ψ` and `g > 0`, the Hamiltonian `g(1 - |ψ⟩⟨ψ|)` has `ψ` as gapped ground
vector with energy `0` and gap `g`. -/
theorem gappedGroundState_witness (hψ : ‖ψ‖ = 1) (hg : 0 < g) :
    GappedGroundState ((g : ℂ) • (1 - (innerSL ℂ ψ).smulRight ψ)) ψ 0 g := by
  have happ : ∀ x : E, ((g : ℂ) • (1 - (innerSL ℂ ψ).smulRight ψ) : E →L[ℂ] E) x
      = (g : ℂ) • (x - ⟪ψ, x⟫_ℂ • ψ) := fun x => rfl
  refine ⟨ContinuousLinearMap.isSelfAdjoint_iff_isSymmetric.mpr fun x y => ?_, hψ, ?_, hg,
    fun x hx => ?_⟩
  · change ⟪(g : ℂ) • (x - ⟪ψ, x⟫_ℂ • ψ), y⟫_ℂ = ⟪x, (g : ℂ) • (y - ⟪ψ, y⟫_ℂ • ψ)⟫_ℂ
    simp only [inner_smul_left, inner_smul_right, inner_sub_left, inner_sub_right,
      inner_conj_symm, Complex.conj_ofReal]
    ring
  · rw [happ, inner_self_eq_norm_sq_to_K, hψ]
    simp
  · rw [happ, hx, zero_smul, sub_zero, inner_smul_right, zero_add, Complex.re_ofReal_mul,
      ← inner_self_eq_norm_sq (𝕜 := ℂ) x]
    exact le_rfl

end

end BackPropagation
```

In the two-state setup this \(H\) gives \(T_\tau=e_1+e^{-g\tau}e_2\), so the error is \(e^{-g\tau}\), equal to the bound.

```lean
#print axioms BackPropagation.back_propagation_bound
#print axioms BackPropagation.estimator_tendsto
```

```
'BackPropagation.back_propagation_bound' depends on axioms: [propext, Classical.choice, Quot.sound]
'BackPropagation.estimator_tendsto' depends on axioms: [propext, Classical.choice, Quot.sound]
```
